# Central differences underestimate the magnitude of the curvature at the centre of a two-state avoided crossing

The exciton is represented here by two states, at energies d and −d, which a phonon displacement x couples with strength gx. Energies are measured from the midpoint of the two states. The constant d > 0 is half the energy separation of these states at zero displacement, not half the band gap, and g is the linear coupling constant, an energy per unit displacement. The energy followed is the lower eigenvalue,

E(x) = −√(d² + g²x²),

and the "true curvature" is its second derivative at x = 0.

## Error bound for a finite displacement

For a step h ≠ 0, the central difference is

D(h) = (E(h) + E(−h) − 2E(0)) / h².

If g ≠ 0, it satisfies

−g²/d < D(h) < −g²/d + g⁴h²/(4d³),

where −g²/d = E″(0). Both D(h) and E″(0) are negative, so |D(h)| < |E″(0)|: the finite step makes the curvature look too weak.

## Choosing the frozen-phonon step

One frozen-phonon scheme computes the exciton energy at displacements h, 0 and −h and takes D(h) as an estimate of the curvature, which is twice the coefficient of x² in the expansion of the energy about x = 0. For a level that follows this two-state model with linear coupling, the bound turns a tolerance into a step. A relative error below ε is guaranteed by

g²h² ≤ 4εd².

For a tolerance of 1%, this means |gh| ≤ 0.2d. A small separation of the two exciton states or a strong coupling therefore calls for a smaller displacement.

## From the eigenvalue to the error

The eigenvalue equations for a vector (v₀, v₁) are

d v₀ + gx v₁ = e v₀,
gx v₀ − d v₁ = e v₁.

Applying the Hamiltonian twice multiplies any vector by d² + g²x², so every eigenvalue satisfies e² = d² + g²x² and none lies below E(x). The value E(x) is attained by the vector (gx, E(x) − d), which is nonzero because E(x) ≤ 0 < d. Its first component is mapped to

d gx + gx(E − d) = E gx,

and its second to

g²x² − d(E − d) = E² − dE = E(E − d).

Differentiating E² = d² + g²x² gives E′(x) = g²x/E(x). A second differentiation gives

E″(x) = g²/E(x) − g²x E′(x)/E(x)²,

and E(0) = −d then yields E″(0) = −g²/d.

Now write s = √(d² + g²h²). Since s² − d² = g²h²,

D(h) = −2(s − d)/h² = −2g²/(d + s).

Subtracting the curvature gives the exact error:

D(h) − E″(0) = g²/d − 2g²/(d + s)
= g²(s − d)/(d(d + s))
= g⁴h²/(d(d + s)²).

For g and h nonzero, s > d. The error is then positive, and because

(d + s)² − 4d² = (s − d)(s + 3d) > 0,

it is smaller than g⁴h²/(4d³). Dividing this bound by |E″(0)| = g²/d gives a relative error below g²h²/(4d²), which is the step-size rule.

As h → 0, s → d, and the error divided by h² tends to g⁴/(4d³). The constant in the bound is therefore the best possible for small steps.

## The Lean file

```lean
import Mathlib

open Matrix Filter Topology

namespace FrozenPhononStep

noncomputable section

/-- Two exciton states at energies `d` and `-d`, coupled with strength `g * x` by a phonon
displacement `x`. -/
def hamiltonian (d g x : ℝ) : Matrix (Fin 2) (Fin 2) ℝ := !![d, g * x; g * x, -d]

/-- The lower avoided-crossing level as a function of the displacement `x`. -/
def level (d g x : ℝ) : ℝ := -√(d ^ 2 + g ^ 2 * x ^ 2)

/-- The frozen-phonon estimate of the curvature of `E` at zero displacement, from the
displacements `h`, `-h` and `0`, for a step `h ≠ 0`. -/
def centralDiff (E : ℝ → ℝ) (h : ℝ) : ℝ := (E h + E (-h) - 2 * E 0) / h ^ 2

/-- For `d > 0`, the lower level is the least eigenvalue of the two-state Hamiltonian. -/
theorem level_isLeast {d : ℝ} (hd : 0 < d) (g x : ℝ) :
    IsLeast {e : ℝ | ∃ v : Fin 2 → ℝ, v ≠ 0 ∧ hamiltonian d g x *ᵥ v = e • v}
      (level d g x) := by
  have key : ∀ v : Fin 2 → ℝ, hamiltonian d g x *ᵥ v =
      ![d * v 0 + g * x * v 1, g * x * v 0 - d * v 1] := by
    intro v
    ext i
    fin_cases i <;>
      simp [hamiltonian, Matrix.mulVec, dotProduct, Fin.sum_univ_two]
    ring
  have hE : level d g x ^ 2 = d ^ 2 + g ^ 2 * x ^ 2 := by
    rw [level, neg_sq, Real.sq_sqrt (by positivity)]
  have hneg : level d g x ≤ 0 := neg_nonpos.2 (Real.sqrt_nonneg _)
  constructor
  · -- an explicit eigenvector
    refine ⟨![g * x, level d g x - d], ?_, ?_⟩
    · intro h0
      have h1 : level d g x - d = 0 := congrFun h0 1
      linarith
    · rw [key]
      ext i
      fin_cases i
      · change d * (g * x) + g * x * (level d g x - d) = level d g x * (g * x)
        ring
      · change g * x * (g * x) - d * (level d g x - d) = level d g x * (level d g x - d)
        linear_combination -hE
  · -- every eigenvalue squares to `d² + g²x²`
    rintro e ⟨v, hv, he⟩
    rw [key] at he
    have h0 : d * v 0 + g * x * v 1 = e * v 0 := congrFun he 0
    have h1 : g * x * v 0 - d * v 1 = e * v 1 := congrFun he 1
    have hsq : e ^ 2 = d ^ 2 + g ^ 2 * x ^ 2 := by
      by_contra hne
      have hne' := sub_ne_zero.2 hne
      have v0 : (e ^ 2 - (d ^ 2 + g ^ 2 * x ^ 2)) * v 0 = 0 := by
        linear_combination (-e - d) * h0 - g * x * h1
      have v1 : (e ^ 2 - (d ^ 2 + g ^ 2 * x ^ 2)) * v 1 = 0 := by
        linear_combination (-e + d) * h1 - g * x * h0
      apply hv
      ext i
      fin_cases i
      · exact (mul_eq_zero.1 v0).resolve_left hne'
      · exact (mul_eq_zero.1 v1).resolve_left hne'
    exact (abs_le.1 (Real.abs_le_sqrt hsq.le)).1

/-- For `d > 0`, the slope of the lower level at displacement `x` is `g² x / E(x)`. -/
theorem hasDerivAt_level {d : ℝ} (hd : 0 < d) (g x : ℝ) :
    HasDerivAt (level d g) (g ^ 2 * x / level d g x) x := by
  have hp : d ^ 2 + g ^ 2 * x ^ 2 ≠ 0 := by positivity
  have h1 : HasDerivAt (fun y : ℝ => d ^ 2 + g ^ 2 * y ^ 2) (g ^ 2 * (2 * x)) x :=
    (((hasDerivAt_pow 2 x).const_mul (g ^ 2)).const_add (d ^ 2)).congr_deriv (by simp)
  refine (h1.sqrt hp).fun_neg.congr_deriv ?_
  simp only [level, div_neg]
  rw [show g ^ 2 * (2 * x) = 2 * (g ^ 2 * x) by ring, mul_div_mul_left _ _ two_ne_zero]

/-- For `d > 0`, the true curvature of the lower level at zero displacement is `-g²/d`. -/
theorem hasDerivAt_deriv_level {d : ℝ} (hd : 0 < d) (g : ℝ) :
    HasDerivAt (deriv (level d g)) (-g ^ 2 / d) 0 := by
  have hz : level d g 0 = -d := by simp [level, Real.sqrt_sq hd.le]
  have hf : deriv (level d g) = fun x => g ^ 2 * x / level d g x :=
    funext fun x => (hasDerivAt_level hd g x).deriv
  rw [hf]
  have hn : level d g 0 ≠ 0 := by rw [hz]; exact neg_ne_zero.2 hd.ne'
  refine (((hasDerivAt_id' (0 : ℝ)).const_mul (g ^ 2)).fun_div
    (hasDerivAt_level hd g 0) hn).congr_deriv ?_
  rw [hz]
  simp only [mul_zero, zero_mul, sub_zero, mul_one, neg_sq]
  field_simp

/-- Closed form of the frozen-phonon curvature for `d > 0` and a nonzero step `h`. -/
theorem centralDiff_level {d h : ℝ} (hd : 0 < d) (g : ℝ) (hh : h ≠ 0) :
    centralDiff (level d g) h = -2 * g ^ 2 / (d + √(d ^ 2 + g ^ 2 * h ^ 2)) := by
  have hz : level d g 0 = -d := by simp [level, Real.sqrt_sq hd.le]
  have hs : √(d ^ 2 + g ^ 2 * h ^ 2) ^ 2 = d ^ 2 + g ^ 2 * h ^ 2 :=
    Real.sq_sqrt (by positivity)
  have hp : d + √(d ^ 2 + g ^ 2 * h ^ 2) ≠ 0 := by positivity
  rw [centralDiff, hz, level, level, neg_sq, div_eq_div_iff (pow_ne_zero 2 hh) hp]
  linear_combination -2 * hs

/-- Exact error of the frozen-phonon curvature for `d > 0` and a nonzero step `h`. -/
theorem centralDiff_error {d h : ℝ} (hd : 0 < d) (g : ℝ) (hh : h ≠ 0) :
    centralDiff (level d g) h - deriv (deriv (level d g)) 0 =
      g ^ 4 * h ^ 2 / (d * (d + √(d ^ 2 + g ^ 2 * h ^ 2)) ^ 2) := by
  have hs : √(d ^ 2 + g ^ 2 * h ^ 2) ^ 2 = d ^ 2 + g ^ 2 * h ^ 2 :=
    Real.sq_sqrt (by positivity)
  have hp : d + √(d ^ 2 + g ^ 2 * h ^ 2) ≠ 0 := by positivity
  rw [centralDiff_level hd g hh, (hasDerivAt_deriv_level hd g).deriv,
    div_sub_div _ _ hp hd.ne',
    div_eq_div_iff (mul_ne_zero hp hd.ne') (mul_ne_zero hd.ne' (pow_ne_zero 2 hp))]
  linear_combination g ^ 2 * d * (d + √(d ^ 2 + g ^ 2 * h ^ 2)) * hs

/-- For `d > 0` and nonzero coupling `g` and step `h`, the frozen-phonon curvature lies strictly
above the true curvature, by less than `g⁴h²/(4d³)`. -/
theorem centralDiff_bounds {d g h : ℝ} (hd : 0 < d) (hg : g ≠ 0) (hh : h ≠ 0) :
    deriv (deriv (level d g)) 0 < centralDiff (level d g) h ∧
      centralDiff (level d g) h <
        deriv (deriv (level d g)) 0 + g ^ 4 * h ^ 2 / (4 * d ^ 3) := by
  have herr := centralDiff_error hd g hh
  have hgh : 0 < g ^ 2 * h ^ 2 := by positivity
  have hs : d < √(d ^ 2 + g ^ 2 * h ^ 2) := (Real.lt_sqrt hd.le).2 (by linarith)
  generalize √(d ^ 2 + g ^ 2 * h ^ 2) = s at herr hs
  have hs0 : 0 < s := hd.trans hs
  have hnum : 0 < g ^ 4 * h ^ 2 := by positivity
  have hpos : 0 < g ^ 4 * h ^ 2 / (d * (d + s) ^ 2) := by positivity
  -- the gap widens with displacement, which bounds the denominator from below
  have hden : 4 * d ^ 3 < d * (d + s) ^ 2 := by
    have h3 : 0 < s + 3 * d := by positivity
    nlinarith [mul_pos (mul_pos hd (sub_pos.2 hs)) h3]
  have hlt : g ^ 4 * h ^ 2 / (d * (d + s) ^ 2) < g ^ 4 * h ^ 2 / (4 * d ^ 3) :=
    div_lt_div_of_pos_left hnum (by positivity) hden
  constructor <;> linarith

/-- For `d > 0` and nonzero `g` and `h`, the finite displacement underestimates the magnitude of
the curvature. -/
theorem abs_centralDiff_lt {d g h : ℝ} (hd : 0 < d) (hg : g ≠ 0) (hh : h ≠ 0) :
    |centralDiff (level d g) h| < |deriv (deriv (level d g)) 0| := by
  have hlow := (centralDiff_bounds hd hg hh).1
  have hneg : centralDiff (level d g) h < 0 := by
    rw [centralDiff_level hd g hh]
    exact div_neg_of_neg_of_pos (by nlinarith [sq_pos_of_ne_zero hg]) (by positivity)
  rw [abs_of_neg hneg, abs_of_neg (hlow.trans hneg)]
  linarith

/-- For `d > 0`, the error divided by `h²` tends to `g⁴/(4d³)` as the step `h` tends to zero. -/
theorem centralDiff_error_tendsto {d : ℝ} (hd : 0 < d) (g : ℝ) :
    Tendsto (fun h => (centralDiff (level d g) h - deriv (deriv (level d g)) 0) / h ^ 2)
      (𝓝[≠] 0) (𝓝 (g ^ 4 / (4 * d ^ 3))) := by
  have hne : d * (d + √(d ^ 2 + g ^ 2 * (0 : ℝ) ^ 2)) ^ 2 ≠ 0 := by positivity
  have hc : ContinuousAt
      (fun h : ℝ => g ^ 4 / (d * (d + √(d ^ 2 + g ^ 2 * h ^ 2)) ^ 2)) 0 :=
    ContinuousAt.div continuousAt_const (by fun_prop) hne
  have h0 : g ^ 4 / (d * (d + √(d ^ 2 + g ^ 2 * (0 : ℝ) ^ 2)) ^ 2) = g ^ 4 / (4 * d ^ 3) := by
    rw [show d ^ 2 + g ^ 2 * (0 : ℝ) ^ 2 = d ^ 2 by ring, Real.sqrt_sq hd.le]
    congr 1
    ring
  rw [← h0]
  refine (hc.tendsto.mono_left nhdsWithin_le_nhds).congr' ?_
  filter_upwards [self_mem_nhdsWithin] with h hh
  have hh' : h ≠ 0 := hh
  rw [centralDiff_error hd g hh', div_right_comm,
    mul_div_cancel_right₀ _ (pow_ne_zero 2 hh')]

/-- Step-size rule: for `d > 0` and nonzero `g` and `h`, a step with `g²h² ≤ 4εd²` gives the
curvature with relative error below `ε`. -/
theorem step_size_rule {d g h ε : ℝ} (hd : 0 < d) (hg : g ≠ 0) (hh : h ≠ 0)
    (hε : g ^ 2 * h ^ 2 ≤ 4 * ε * d ^ 2) :
    |centralDiff (level d g) h - deriv (deriv (level d g)) 0| <
      ε * |deriv (deriv (level d g)) 0| := by
  obtain ⟨h1, h2⟩ := centralDiff_bounds hd hg hh
  have habs : |deriv (deriv (level d g)) 0| = g ^ 2 / d := by
    rw [(hasDerivAt_deriv_level hd g).deriv, neg_div, abs_neg, abs_of_nonneg (by positivity)]
  have hb : g ^ 4 * h ^ 2 / (4 * d ^ 3) ≤ ε * (g ^ 2 / d) := by
    have hc : g ^ 2 / d * d = g ^ 2 := div_mul_cancel₀ _ hd.ne'
    have he : ε * (g ^ 2 / d) * (4 * d ^ 3) = g ^ 2 * (4 * ε * d ^ 2) := by
      linear_combination 4 * ε * d ^ 2 * hc
    rw [div_le_iff₀ (by positivity), he]
    nlinarith [mul_le_mul_of_nonneg_left hε (sq_nonneg g)]
  rw [habs, abs_of_pos (sub_pos.2 h1)]
  linarith

end

end FrozenPhononStep
```

```lean
#print axioms FrozenPhononStep.level_isLeast
#print axioms FrozenPhononStep.abs_centralDiff_lt
#print axioms FrozenPhononStep.centralDiff_error_tendsto
#print axioms FrozenPhononStep.step_size_rule
```

```
'FrozenPhononStep.level_isLeast' depends on axioms: [propext, Classical.choice, Quot.sound]
'FrozenPhononStep.abs_centralDiff_lt' depends on axioms: [propext, Classical.choice, Quot.sound]
'FrozenPhononStep.centralDiff_error_tendsto' depends on axioms: [propext, Classical.choice, Quot.sound]
'FrozenPhononStep.step_size_rule' depends on axioms: [propext, Classical.choice, Quot.sound]
```

## What is established about the level and the step

**The model.** `hamiltonian d g x` is the real 2×2 matrix of the two states. `level_isLeast` says that `level d g x` is the least real number e for which some nonzero real vector `v` satisfies the eigenvalue equation. The square-root formula is thus tied to the Hamiltonian and not merely postulated. In the proof, `key` writes out the matrix-vector product. The explicit eigenvector shows that the value is attained; conversely, if e² differed from d² + g²x², both components of `v` would vanish.

**The curvature.** `centralDiff` accepts any real function and is applied to `level d g`. The reference value is `deriv (deriv (level d g)) 0`. `hasDerivAt_level` proves the slope formula at every x, and `hasDerivAt_deriv_level` differentiates it at zero by the quotient rule, so the second derivative really exists there.

**The error.** `centralDiff_level` and `centralDiff_error` clear denominators and then use `linear_combination` with the identity s² = d² + g²h², which replaces the rationalisation by hand. `centralDiff_bounds` names the root `s`, and `nlinarith` obtains the denominator inequality from the product d(s − d)(s + 3d). `abs_centralDiff_lt` adds that the estimate is negative. `centralDiff_error_tendsto` takes the limit by continuity of the closed form, and `step_size_rule` compares the bound with ε times the magnitude of the curvature. The step may have either sign.

**The condition on the gap.** In the error bounds of `centralDiff_bounds`, the requirement d > 0 can't be relaxed to d ≥ 0. With d = 0 and g = 1 the level is E(x) = −|x|, which has a kink at zero, and D(h) = −2/|h| diverges as the step shrinks. There is no curvature for the estimate to approach.

**Limits for a production calculation.** The coupling is assumed to be exactly linear in x, the diagonal energies don't move with the displacement, and no third state takes part. Nothing here derives d and g from a Bethe-Salpeter calculation, and the sign of the error is established for this level only. The theorems concern real numbers, whereas a code also carries round-off and convergence errors in its energies. These are divided by h² in D(h), so the step-size rule limits h from above but doesn't say how small a step the computed energies can support.
